# Spin gap above the lowest multiplet: a lower bound on the norm of J₊v in finite dimension

An electronic wave function computed with fixed numbers of spin-up and spin-down electrons has a definite spin projection m, but it can still mix several total spins. For m ≥ 0 the smallest total spin available is m itself, and its states at this projection are those that the raising operator J₊ sends to zero. Remove that part of the wave function and call the rest v. How small can the norm of J₊v be, compared with the norm of v?

The word "gap" refers here to the spectrum of J₋J₊ at fixed m. There is no Hamiltonian, so this is not the singlet-triplet energy gap of a magnet.

## Operators and conventions

The states form a complex inner-product space V, and ħ = 1. The inner product ⟨u,w⟩ is conjugate-linear in its first argument. Three linear maps Jz, J₊ and J₋ satisfy, for all vectors u, v and w,

Jz J₊v − J₊Jz v = J₊v

Jz J₋v − J₋Jz v = −J₋v

J₊J₋v − J₋J₊v = 2 Jz v

⟨J₊u,w⟩ = ⟨u,J₋w⟩.

```lean
import Mathlib

open scoped InnerProductSpace

namespace SpinGap

noncomputable section

variable {V : Type*} [NormedAddCommGroup V] [InnerProductSpace ℂ V]
```

In Lean these are the fields `raise`, `lower`, `comm` and `adj` of `IsAngularMomentum`. The names `Jp` and `Jm` stand for J₊ and J₋; the m in `Jm` means "minus" and is unrelated to the quantum number `m`.

```lean
/-- The ladder relations of angular momentum (with ħ = 1), with the lowering operator
adjoint to the raising operator. -/
structure IsAngularMomentum (Jz Jp Jm : V →ₗ[ℂ] V) : Prop where
  raise : ∀ v, Jz (Jp v) - Jp (Jz v) = Jp v
  lower : ∀ v, Jz (Jm v) - Jm (Jz v) = -Jm v
  comm : ∀ v, Jp (Jm v) - Jm (Jp v) = (2 : ℂ) • Jz v
  adj : ∀ u w, ⟪Jp u, w⟫_ℂ = ⟪u, Jm w⟫_ℂ
```

Hermiticity of Jz is not listed because it follows from the last two relations. Vectors need not be normalised and may be zero. To apply the results to a molecule, one has to know that the total spin operators map the chosen space of determinants into itself and obey these relations there. The space of all determinants that a fixed number of electrons can form from the same orbitals for both spins has this property, provided that every spin projection is included. A wave function with fixed m is then one vector of this larger space. A space restricted to a single projection generally lacks the property, because J₊ changes the projection, and a truncated selection of determinants may lack it too.

## (a) The squared norm as an inner product

**Task.** Show that, as an equation between complex numbers,

⟨x,x⟩ = ‖x‖².

**Solution.** The real part of ⟨x,x⟩ is ‖x‖² by the definition of the norm. Exchanging the two arguments conjugates the inner product, so ⟨x,x⟩ equals its own conjugate and its imaginary part is zero.

```lean
variable {Jz Jp Jm : V →ₗ[ℂ] V} {m : ℝ}

/-- The inner product of a vector with itself is its squared norm. -/
lemma inner_self_real (x : V) : ⟪x, x⟫_ℂ = ((‖x‖ ^ 2 : ℝ) : ℂ) :=
  Complex.ext (inner_self_eq_norm_sq (𝕜 := ℂ) x) (inner_self_im (𝕜 := ℂ) x)
```

`Complex.ext` compares the real and imaginary parts in the same way. The quantum number `m` is declared as a real number and is converted to a complex one where it multiplies a vector.

## (b) The adjoint relation read the other way

**Task.** Show that

⟨J₋u,w⟩ = ⟨u,J₊w⟩.

**Solution.** Conjugate, use the given adjoint relation, and conjugate back:

⟨J₋u,w⟩ = conj⟨w,J₋u⟩ = conj⟨J₊w,u⟩ = ⟨u,J₊w⟩.

```lean
/-- The raising operator is adjoint to the lowering operator. -/
lemma IsAngularMomentum.adj' (h : IsAngularMomentum Jz Jp Jm) (u w : V) :
    ⟪Jm u, w⟫_ℂ = ⟪u, Jp w⟫_ℂ := by
  rw [← inner_conj_symm (Jm u) w, ← h.adj, inner_conj_symm]
```

## (c) Lowered against raised norm

**Task.** Let Jz u = m u. Show that

‖J₋u‖² = ‖J₊u‖² + 2m‖u‖².

**Solution.** The third ladder relation gives

J₊J₋u = J₋J₊u + 2m u.

Take the inner product with u on the left. By (b), the left side is ⟨u,J₊J₋u⟩ = ⟨J₋u,J₋u⟩. By the adjoint relation, the first term on the right is ⟨u,J₋J₊u⟩ = ⟨J₊u,J₊u⟩. Part (a) turns the inner products into squared norms.

```lean
/-- On a state with `Jz u = m u`, the squared norms of the lowered and the raised state
differ by `2m‖u‖²`. -/
theorem norm_sq_lowered (h : IsAngularMomentum Jz Jp Jm) {u : V}
    (hu : Jz u = (m : ℂ) • u) : ‖Jm u‖ ^ 2 = ‖Jp u‖ ^ 2 + 2 * m * ‖u‖ ^ 2 := by
  have e : Jp (Jm u) = Jm (Jp u) + (2 * (m : ℂ)) • u := by
    have a := h.comm u
    rw [hu, smul_smul] at a
    rw [← a]
    abel
  have h1 : ⟪Jm u, Jm u⟫_ℂ = ⟪Jp u, Jp u⟫_ℂ + 2 * (m : ℂ) * ⟪u, u⟫_ℂ := by
    rw [h.adj', e, inner_add_right, inner_smul_right, ← h.adj]
  rw [inner_self_real, inner_self_real, inner_self_real] at h1
  exact_mod_cast h1
```

Here `e` is the operator equation applied to u, and `h1` is its inner product with u.

## (d) Reaching v from one step higher

**Task.** Let V be finite-dimensional and Jz v = m v. Suppose that ⟨w,v⟩ = 0 for every w with Jz w = m w and J₊w = 0. Show that there is a vector u with

Jz u = (m+1)u and J₋u = v.

**Solution.** Let S be the set of all J₋u with Jz u = (m+1)u. It is a subspace, so v splits as

v = J₋u + w,

where Jz u = (m+1)u and w is orthogonal to S. The second ladder relation gives

Jz J₋u = J₋Jz u − J₋u = (m+1)J₋u − J₋u = m J₋u,

and hence Jz w = m w as well. The first ladder relation then gives

Jz J₊w = J₊Jz w + J₊w = (m+1)J₊w,

so J₋J₊w lies in S. Since w is orthogonal to S,

0 = ⟨J₋J₊w,w⟩ = ⟨J₊w,J₊w⟩,

and J₊w = 0. Now w is one of the vectors to which v is orthogonal:

0 = ⟨w,v⟩ = ⟨w,J₋u⟩ + ⟨w,w⟩ = ⟨J₊w,u⟩ + ‖w‖² = ‖w‖².

Thus w = 0 and v = J₋u.

```lean
/-- In finite dimension, a state with `Jz v = m v` that is orthogonal to all states of the
same `m` killed by `J₊` is obtained by lowering a state of eigenvalue `m + 1`. -/
theorem exists_lowered [FiniteDimensional ℂ V] (h : IsAngularMomentum Jz Jp Jm) {v : V}
    (hv : Jz v = (m : ℂ) • v)
    (horth : ∀ w, Jz w = (m : ℂ) • w → Jp w = 0 → ⟪w, v⟫_ℂ = 0) :
    ∃ u, Jz u = ((m + 1 : ℝ) : ℂ) • u ∧ Jm u = v := by
  -- split v into a lowered part and a remainder w orthogonal to all lowered states
  let S : Submodule ℂ V := (Module.End.eigenspace Jz ((m + 1 : ℝ) : ℂ)).map Jm
  obtain ⟨s, hs, w, hw, hsum⟩ : ∃ y ∈ S, ∃ z ∈ Submodule.orthogonal S, v = y + z :=
    Submodule.exists_add_mem_mem_orthogonal v
  obtain ⟨u, hu, rfl⟩ := hs
  have hu' := Module.End.mem_eigenspace_iff.mp hu
  have hz : Jz (Jm u) = (m : ℂ) • Jm u := by
    have a := h.lower u
    rw [hu', map_smul] at a
    push_cast at a
    linear_combination (norm := module) a
  have hwv : w = v - Jm u := by
    rw [hsum]
    abel
  have hw' : Jz w = (m : ℂ) • w := by
    rw [hwv, map_sub, hv, hz, smul_sub]
  have hr : Jz (Jp w) = ((m + 1 : ℝ) : ℂ) • Jp w := by
    have a := h.raise w
    rw [hw', map_smul] at a
    push_cast
    linear_combination (norm := module) a
  -- the remainder is killed by J₊, hence orthogonal to v, hence zero
  have hperp : ⟪Jm (Jp w), w⟫_ℂ = 0 := Submodule.inner_right_of_mem_orthogonal
    (Submodule.mem_map_of_mem (Module.End.mem_eigenspace_iff.mpr hr)) hw
  rw [h.adj'] at hperp
  have hp : Jp w = 0 := inner_self_eq_zero.mp hperp
  have h1 := horth w hw' hp
  rw [hsum, inner_add_right, ← h.adj, hp, inner_zero_left, zero_add] at h1
  have hw0 : w = 0 := inner_self_eq_zero.mp h1
  exact ⟨u, hu', by rw [hsum, hw0, add_zero]⟩
```

For m ≥ 0 the hypothesis `horth` says that the part of total spin m has been removed; for m < 0 it holds automatically, as shown in (f). The facts `hz`, `hw'` and `hr` are the three eigenvalue equations, and `hperp` is the orthogonality that forces J₊w = 0. Finite dimension supplies the orthogonal splitting. The wave functions of a particle in space form an infinite-dimensional space, so there the result applies within a finite-dimensional subspace that the three operators preserve.

## (e) Lowering and then raising

**Task.** Let m ≥ −1 and Jz u = (m+1)u. Show that

2(m+1)(‖J₋u‖² + ‖J₊u‖²) ≤ ‖J₊J₋u‖².

**Solution.** Write k = 2(m+1), a = ‖u‖ and b = ‖J₊J₋u‖. Part (c), with m+1 in place of m, reads

‖J₋u‖² = ‖J₊u‖² + k a².

By (b) and the Cauchy-Schwarz inequality,

‖J₋u‖² = ⟨u,J₊J₋u⟩ ≤ a b.

Eliminate ‖J₊u‖² with the first equation, then use the second, which is allowed because k ≥ 0:

k(‖J₋u‖² + ‖J₊u‖²) = 2k‖J₋u‖² − k²a² ≤ 2kab − k²a² = b² − (b − ka)² ≤ b².

```lean
/-- For `m ≥ -1` and `Jz u = (m+1) u`, lowering and then raising `u` gives a squared norm
of at least `2(m+1)(‖J₋u‖² + ‖J₊u‖²)`. -/
theorem gap_with_remainder (h : IsAngularMomentum Jz Jp Jm) (hm : -1 ≤ m) {u : V}
    (hu : Jz u = ((m + 1 : ℝ) : ℂ) • u) :
    2 * (m + 1) * (‖Jm u‖ ^ 2 + ‖Jp u‖ ^ 2) ≤ ‖Jp (Jm u)‖ ^ 2 := by
  have n := norm_sq_lowered h hu
  have hk : 0 ≤ 2 * (m + 1) := by linarith
  -- Cauchy-Schwarz for ⟨u, J₊J₋u⟩ = ‖J₋u‖²
  have cs := norm_inner_le_norm (𝕜 := ℂ) u (Jp (Jm u))
  rw [← h.adj', inner_self_real, Complex.norm_real,
    Real.norm_of_nonneg (sq_nonneg _)] at cs
  have e : 2 * (m + 1) * ‖Jm u‖ ^ 2
      = 2 * (m + 1) * (‖Jp u‖ ^ 2 + 2 * (m + 1) * ‖u‖ ^ 2) := by rw [n]
  nlinarith [sq_nonneg (‖Jp (Jm u)‖ - 2 * (m + 1) * ‖u‖),
    mul_nonneg hk (sub_nonneg.2 cs)]
```

The fact `n` is the instance of (c), and `cs` is the Cauchy-Schwarz bound. The closing `nlinarith` receives the square (b − ka)² and the product of k with the Cauchy-Schwarz inequality.

## (f) The gap

**Task.** Under the hypotheses of (d), for every real m, show that

‖J₊v‖² ≥ 2(m+1)‖v‖².

**Solution.** If m ≥ −1, part (d) gives v = J₋u with Jz u = (m+1)u. Part (e) then reads

2(m+1)(‖v‖² + ‖J₊u‖²) ≤ ‖J₊v‖²,

and dropping the non-negative term with ‖J₊u‖² leaves the claim. If m ≤ −1, the right side of the claim is at most zero.

```lean
/-- Spin gap: in finite dimension, if `Jz v = m v` and `v` is orthogonal to all states of
the same `m` killed by `J₊`, then `‖J₊v‖² ≥ 2(m+1)‖v‖²`. -/
theorem spin_gap [FiniteDimensional ℂ V] (h : IsAngularMomentum Jz Jp Jm) {v : V}
    (hv : Jz v = (m : ℂ) • v)
    (horth : ∀ w, Jz w = (m : ℂ) • w → Jp w = 0 → ⟪w, v⟫_ℂ = 0) :
    2 * (m + 1) * ‖v‖ ^ 2 ≤ ‖Jp v‖ ^ 2 := by
  rcases le_total (-1) m with hm | hm
  · obtain ⟨u, hu, rfl⟩ := exists_lowered h hv horth
    have g := gap_with_remainder h hm hu
    have hk : 0 ≤ m + 1 := by linarith
    nlinarith [mul_nonneg hk (sq_nonneg ‖Jp u‖)]
  · -- here the left side is not positive
    have hk : 0 ≤ -(m + 1) := by linarith
    nlinarith [mul_nonneg hk (sq_nonneg ‖v‖), sq_nonneg ‖Jp v‖]
```

`rcases` separates the two ranges of m. For m < 0 the orthogonality condition is automatic: by (c), a vector w killed by J₊ would have ‖J₋w‖² = 2m‖w‖², which forces w = 0. For m ≤ −1 the bound is trivial, while (c) gives the stronger ‖J₊v‖² ≥ −2m‖v‖².

**A numerical instance.** Two spins one-half in the state |↑↓⟩ have m = 0. Removing the singlet part (|↑↓⟩ − |↓↑⟩)/2 leaves

v = (|↑↓⟩ + |↓↑⟩)/2, with ‖v‖² = 1/2.

Raising gives J₊v = |↑↑⟩, so ‖J₊v‖² = 1. The bound is 2 · 1 · 1/2 = 1 and is attained. The singlet part itself is sent to zero by J₊, so the bound fails without the orthogonality condition.

**Spin contamination.** In a finite-dimensional space that the three spin operators map into itself, the gap limits the higher-spin weight of an electronic wave function ψ with Jz ψ = mψ and m ≥ 0. Write ψ = w + v, with w the part killed by J₊ and v orthogonal to all such states at this m. Then J₊ψ = J₊v. With J² = J₋J₊ + Jz² + Jz,

‖v‖² ≤ (⟨ψ,J²ψ⟩ − m(m+1)‖ψ‖²) / (2(m+1)).

This corollary is argued in prose and has no Lean statement here.

## (g) When the bound is attained

**Task.** Let m > −1, with v as in (d). Show that

‖J₊v‖² = 2(m+1)‖v‖²

holds exactly when there is a u with Jz u = (m+1)u, J₊u = 0 and J₋u = v.

**Solution.** Suppose equality holds, and take u from (d). Part (e) gives

2(m+1)(‖v‖² + ‖J₊u‖²) ≤ ‖J₊v‖² = 2(m+1)‖v‖²,

so 2(m+1)‖J₊u‖² ≤ 0. Since m+1 > 0, this means J₊u = 0.

Conversely, let u have the three properties. The third ladder relation gives J₊v = J₊J₋u = 2(m+1)u, and (c) gives ‖v‖² = 2(m+1)‖u‖². Therefore

‖J₊v‖² = 4(m+1)²‖u‖² = 2(m+1)‖v‖².

```lean
/-- For `m > -1` and `v` as in the spin gap, equality holds exactly when `v` is the lowered
image of a state of eigenvalue `m + 1` killed by `J₊`. -/
theorem spin_gap_eq_iff [FiniteDimensional ℂ V] (h : IsAngularMomentum Jz Jp Jm)
    (hm : -1 < m) {v : V} (hv : Jz v = (m : ℂ) • v)
    (horth : ∀ w, Jz w = (m : ℂ) • w → Jp w = 0 → ⟪w, v⟫_ℂ = 0) :
    ‖Jp v‖ ^ 2 = 2 * (m + 1) * ‖v‖ ^ 2 ↔
      ∃ u, Jz u = ((m + 1 : ℝ) : ℂ) • u ∧ Jp u = 0 ∧ Jm u = v := by
  constructor
  · intro heq
    obtain ⟨u, hu, rfl⟩ := exists_lowered h hv horth
    have g := gap_with_remainder h hm.le hu
    have hk : 0 < m + 1 := by linarith
    refine ⟨u, hu, ?_, rfl⟩
    by_contra hne
    have hpos : 0 < ‖Jp u‖ ^ 2 := pow_pos (norm_pos_iff.mpr hne) 2
    nlinarith [mul_pos hk hpos]
  · rintro ⟨u, hu, hp, rfl⟩
    have n := norm_sq_lowered h hu
    have a := h.comm u
    rw [hp, map_zero, sub_zero, hu, smul_smul] at a
    have e : Jp (Jm u) = ((2 * (m + 1) : ℝ) : ℂ) • u :=
      a.trans (by rw [Complex.ofReal_mul, Complex.ofReal_ofNat])
    rw [e, norm_smul, Complex.norm_real, Real.norm_eq_abs, mul_pow, sq_abs, n, hp,
      norm_zero]
    ring
```

The two bullets after `constructor` are these two directions. For nonzero v, equality means that v belongs entirely to total spin m+1. For m ≥ 0 this is one unit above the smallest total spin m; for m = −1/2 it is the smallest total spin, 1/2, itself.

## (h) Spin one in Cartesian components

**Task.** On three-component complex vectors x = (x₀, x₁, x₂), with indices 0, 1, 2 for the directions x, y, z, define

Jz x = (−i x₁, i x₀, 0)

J₊x = (−x₂, −i x₂, x₀ + i x₁)

J₋x = (x₂, −i x₂, −x₀ + i x₁).

```lean
/-- Three-component complex vectors. -/
abbrev C3 := EuclideanSpace ℂ (Fin 3)

/-- `Jz` of spin one in Cartesian components. -/
def oneZ : C3 →ₗ[ℂ] C3 where
  toFun x := !₂[-Complex.I * x 1, Complex.I * x 0, 0]
  map_add' x y := by ext i; fin_cases i <;> simp <;> ring
  map_smul' c x := by ext i; fin_cases i <;> simp <;> ring

/-- `J₊` of spin one in Cartesian components. -/
def onePlus : C3 →ₗ[ℂ] C3 where
  toFun x := !₂[-x 2, -Complex.I * x 2, x 0 + Complex.I * x 1]
  map_add' x y := by ext i; fin_cases i <;> simp <;> ring
  map_smul' c x := by ext i; fin_cases i <;> simp <;> ring

/-- `J₋` of spin one in Cartesian components. -/
def oneMinus : C3 →ₗ[ℂ] C3 where
  toFun x := !₂[x 2, -Complex.I * x 2, -x 0 + Complex.I * x 1]
  map_add' x y := by ext i; fin_cases i <;> simp <;> ring
  map_smul' c x := by ext i; fin_cases i <;> simp <;> ring
```

Show that these maps obey the ladder relations and the adjoint relation, and that e = (0, 0, 1) satisfies

Jz e = 0, and ⟨w,e⟩ = 0 whenever Jz w = 0 and J₊w = 0.

**Solution.** For the first relation,

Jz J₊x = (−x₂, −i x₂, 0) and J₊Jz x = (0, 0, −x₀ − i x₁),

whose difference is J₊x. For the second,

Jz J₋x = (−x₂, i x₂, 0) and J₋Jz x = (0, 0, −x₀ + i x₁),

whose difference is −J₋x. For the third,

J₊J₋x = (x₀ − i x₁, i x₀ + x₁, 2x₂)

J₋J₊x = (x₀ + i x₁, −i x₀ + x₁, 2x₂),

whose difference is (−2i x₁, 2i x₀, 0) = 2 Jz x. For the adjoint relation, with a star for complex conjugation, both ⟨J₊u,w⟩ and ⟨u,J₋w⟩ equal

−u₂*w₀ + i u₂*w₁ + u₀*w₂ − i u₁*w₂.

Inserting e gives Jz e = 0. If J₊w = 0, its first component gives w₂ = 0, and so ⟨w,e⟩ = w₂* = 0.

```lean
/-- The spin-one operators obey the ladder relations, and the unit vector along `z` has
`m = 0` and is orthogonal to all states with `m = 0` killed by `J₊`. -/
theorem spin_gap_witness : IsAngularMomentum oneZ onePlus oneMinus ∧
    oneZ (!₂[0, 0, 1] : C3) = 0 ∧
    ∀ w : C3, oneZ w = 0 → onePlus w = 0 → ⟪w, (!₂[0, 0, 1] : C3)⟫_ℂ = 0 := by
  refine ⟨⟨fun v => ?_, fun v => ?_, fun v => ?_, fun u w => ?_⟩, ?_, fun w _ hp => ?_⟩
  · ext i
    fin_cases i <;> simp [oneZ, onePlus, ← mul_assoc]
  · ext i
    fin_cases i <;> simp [oneZ, oneMinus, ← mul_assoc]
    ring
  · ext i
    fin_cases i <;> simp [oneZ, onePlus, oneMinus, mul_add, ← mul_assoc] <;> ring
  · simp [onePlus, oneMinus, PiLp.inner_apply, Fin.sum_univ_three]
    ring
  · ext i
    fin_cases i <;> simp [oneZ]
  · have h0 := congrArg (fun x : C3 => x 0) hp
    simp [onePlus] at h0
    simp [PiLp.inner_apply, Fin.sum_univ_three, h0]

end

end SpinGap
```

The ladder relations are checked component by component with `fin_cases`, the adjoint relation by writing out both inner products as sums, and `h0` extracts the first component of J₊w = 0. The vector e therefore meets the conditions of (f) with m = 0 and is not zero. The orthogonality is trivial here, since a single spin one has no part of total spin zero. Here J₊e = (−1, −i, 0) has squared norm 2, so e attains the bound.

```lean
#print axioms SpinGap.spin_gap
-- 'SpinGap.spin_gap' depends on axioms: [propext, Classical.choice, Quot.sound]
#print axioms SpinGap.spin_gap_eq_iff
-- 'SpinGap.spin_gap_eq_iff' depends on axioms: [propext, Classical.choice, Quot.sound]
```
